# The partner Hamiltonians $A^\dagger A$ and $AA^\dagger$ share all nonzero levels in finite dimension

Let $A:V\to W$ be a linear map between finite-dimensional complex inner-product spaces, and put $H_-=A^\dagger A$ on $V$ and $H_+=AA^\dagger$ on $W$. All eigenvalues of both are real and nonnegative, and every nonzero eigenvalue has the same multiplicity for both. For $E>0$ the map $A/\sqrt E$ carries the $E$-eigenspace of $H_-$ isometrically onto that of $H_+$, with inverse $A^\dagger/\sqrt E$. Only the numbers of zero modes can differ, and their difference is $\dim V-\dim W$.

In supersymmetric quantum mechanics this is the pairing of positive-energy levels, proved here for finite matrices and not for Schrödinger operators on a line.

## The supercharge and its two partners

The spaces `V` and `W` may have different dimensions, and nothing is assumed about $A$ beyond linearity. For short, $A$ itself is called the supercharge here; in supersymmetric quantum mechanics the name usually belongs to the operator $(v,w)\mapsto(0,Av)$ on $V\oplus W$, whose nonzero block is $A$. The inner product is linear in its second argument, as in Dirac notation.

```lean
import Mathlib

open Module Module.End

namespace SupersymmetricPartners

noncomputable section

variable {V W : Type*}
  [NormedAddCommGroup V] [InnerProductSpace ℂ V] [FiniteDimensional ℂ V]
  [NormedAddCommGroup W] [InnerProductSpace ℂ W] [FiniteDimensional ℂ W]
```

The first partner is $H_-=A^\dagger A$. The factorised form fixes the zero of energy, and $A$ carries the units of the square root of an energy.

```lean
/-- The first partner Hamiltonian `A†A`, acting on `V`. -/
def hMinus (A : V →ₗ[ℂ] W) : Module.End ℂ V := LinearMap.adjoint A ∘ₗ A
```

The second partner has the factors in the opposite order, $H_+=AA^\dagger$.

```lean
/-- The second partner Hamiltonian `AA†`, acting on `W`. -/
def hPlus (A : V →ₗ[ℂ] W) : Module.End ℂ W := A ∘ₗ LinearMap.adjoint A
```

Dividing the supercharge by $\sqrt E$ makes it preserve lengths at energy $E$, as shown below. The definition accepts any real $E$, but it is the intended map only for $E>0$.

```lean
/-- The supercharge divided by the square root of the energy, `A/√E`, for `E > 0`. -/
def normalizedCharge (A : V →ₗ[ℂ] W) (E : ℝ) : V →ₗ[ℂ] W :=
  ((Real.sqrt E : ℝ) : ℂ)⁻¹ • A
```

Since $(A^\dagger)^\dagger=A$, replacing $A$ by $A^\dagger$ exchanges $H_-$ and $H_+$. A lemma proved for $H_-$ therefore also serves $H_+$.

```lean
/-- Replacing the supercharge by its adjoint exchanges the two partner Hamiltonians. -/
theorem partner_swap (A : V →ₗ[ℂ] W) :
    hMinus (LinearMap.adjoint A) = hPlus A ∧ hPlus (LinearMap.adjoint A) = hMinus A := by
  constructor <;> simp only [hMinus, hPlus, LinearMap.adjoint_adjoint]
```

## Energies as ratios of squared norms

Suppose $A^\dagger A v=\mu v$ with $\mu$ complex. Moving one factor of $A$ across the inner product gives
$$\|Av\|^2=\langle Av,Av\rangle=\langle v,A^\dagger A v\rangle=\mu\,\|v\|^2 .$$
In Lean the two squared norms are real numbers cast to `ℂ`, because $\mu$ is not yet known to be real. The move across the inner product is `LinearMap.adjoint_inner_right`.

```lean
/-- If `A†A v = μ v`, then `‖A v‖² = μ ‖v‖²`. -/
theorem norm_sq_charge (A : V →ₗ[ℂ] W) {μ : ℂ} {v : V} (h : hMinus A v = μ • v) :
    ((‖A v‖ ^ 2 : ℝ) : ℂ) = μ * ((‖v‖ ^ 2 : ℝ) : ℂ) := by
  have hv : inner ℂ v v = ((‖v‖ ^ 2 : ℝ) : ℂ) :=
    (inner_self_eq_norm_sq_to_K (𝕜 := ℂ) v).trans (Complex.ofReal_pow _ _).symm
  have hA : inner ℂ (A v) (A v) = ((‖A v‖ ^ 2 : ℝ) : ℂ) :=
    (inner_self_eq_norm_sq_to_K (𝕜 := ℂ) (A v)).trans (Complex.ofReal_pow _ _).symm
  -- move one factor of `A` across the inner product
  rw [← hA, ← hv, ← inner_smul_right, ← h]
  exact (LinearMap.adjoint_inner_right A v (A v)).symm
```

If $\mu$ is an eigenvalue, it has an eigenvector $v\neq0$, and division gives
$$\mu=\frac{\|Av\|^2}{\|v\|^2}\ge 0 .$$
The proof supplies this quotient as the real number `E`.

```lean
/-- Every eigenvalue of `A†A` is a nonnegative real number. -/
theorem eigenvalue_hMinus_nonneg (A : V →ₗ[ℂ] W) {μ : ℂ}
    (h : HasEigenvalue (hMinus A) μ) : ∃ E : ℝ, 0 ≤ E ∧ μ = (E : ℂ) := by
  obtain ⟨v, hv⟩ := h.exists_hasEigenvector
  have key := norm_sq_charge A hv.apply_eq_smul
  have hn : ((‖v‖ ^ 2 : ℝ) : ℂ) ≠ 0 :=
    Complex.ofReal_ne_zero.mpr (pow_ne_zero 2 (norm_ne_zero_iff.mpr hv.2))
  -- the eigenvalue is the quotient of two squared norms
  refine ⟨‖A v‖ ^ 2 / ‖v‖ ^ 2, by positivity, ?_⟩
  rw [Complex.ofReal_div, key, mul_div_cancel_right₀ _ hn]
```

For $H_+$, the same lemma is applied to $A^\dagger$.

```lean
/-- Every eigenvalue of either partner Hamiltonian is a nonnegative real number. -/
theorem eigenvalue_nonneg (A : V →ₗ[ℂ] W) {μ : ℂ}
    (h : HasEigenvalue (hMinus A) μ ∨ HasEigenvalue (hPlus A) μ) :
    ∃ E : ℝ, 0 ≤ E ∧ μ = (E : ℂ) := by
  rcases h with h | h
  · exact eigenvalue_hMinus_nonneg A h
  · rw [← (partner_swap A).1] at h
    exact eigenvalue_hMinus_nonneg (LinearMap.adjoint A) h
```

At $\mu=0$ the norm identity reads $\|Av\|^2=0$, so $A^\dagger Av=0$ implies $Av=0$. Conversely, $Av=0$ gives $A^\dagger Av=0$ at once. Hence $\ker A^\dagger A=\ker A$: the zero-energy states of $H_-$ are those annihilated by $A$. Likewise, those of $H_+$ are annihilated by $A^\dagger$.

```lean
/-- The zero modes of `A†A` are exactly the states annihilated by `A`. -/
theorem ker_hMinus (A : V →ₗ[ℂ] W) : LinearMap.ker (hMinus A) = LinearMap.ker A := by
  ext v
  constructor
  · intro h
    have h0 : hMinus A v = (0 : ℂ) • v := by
      rw [zero_smul]
      exact h
    have key := norm_sq_charge A h0
    rw [zero_mul] at key
    exact LinearMap.mem_ker.mpr
      (norm_eq_zero.mp ((pow_eq_zero_iff two_ne_zero).mp (Complex.ofReal_eq_zero.mp key)))
  · intro h
    change LinearMap.adjoint A (A v) = 0
    rw [LinearMap.mem_ker.mp h, map_zero]
```

## Carrying states between the partners

If $A^\dagger Av=\mu v$, then
$$AA^\dagger(Av)=A(A^\dagger Av)=\mu\,Av ,$$
so $Av$ lies in the $\mu$-eigenspace of $H_+$. Multiplying by $1/\sqrt E$ does not change this, and for this step `E` and `μ` need not be related. The `map_smul` rewrites pull the scalar factors through the linear maps.

```lean
/-- The normalized supercharge maps each eigenspace of `A†A` into the eigenspace of `AA†`
with the same eigenvalue. -/
theorem normalizedCharge_mem (A : V →ₗ[ℂ] W) (E : ℝ) {μ : ℂ} {v : V}
    (h : v ∈ eigenspace (hMinus A) μ) :
    normalizedCharge A E v ∈ eigenspace (hPlus A) μ := by
  have h' : LinearMap.adjoint A (A v) = μ • v := mem_eigenspace_iff.mp h
  apply mem_eigenspace_iff.mpr
  change A (LinearMap.adjoint A (((Real.sqrt E : ℝ) : ℂ)⁻¹ • A v)) =
    μ • ((Real.sqrt E : ℝ) : ℂ)⁻¹ • A v
  rw [map_smul, map_smul, h', map_smul, smul_comm]
```

Now let $\mu=E>0$. Going across and back gives
$$\frac{A^\dagger}{\sqrt E}\,\frac{A}{\sqrt E}\,v=\frac1E\,A^\dagger Av=v .$$
In the proof, `hc` is the scalar identity $(\sqrt E)^{-1}(\sqrt E)^{-1}E=1$.

```lean
/-- On states of energy `E > 0`, applying `A/√E` and then `A†/√E` gives back the state. -/
theorem normalizedCharge_inverse (A : V →ₗ[ℂ] W) {E : ℝ} (hE : 0 < E) {v : V}
    (h : v ∈ eigenspace (hMinus A) (E : ℂ)) :
    normalizedCharge (LinearMap.adjoint A) E (normalizedCharge A E v) = v := by
  have h' : LinearMap.adjoint A (A v) = (E : ℂ) • v := mem_eigenspace_iff.mp h
  have hs : ((Real.sqrt E : ℝ) : ℂ) * ((Real.sqrt E : ℝ) : ℂ) = (E : ℂ) := by
    rw [← Complex.ofReal_mul, Real.mul_self_sqrt hE.le]
  have h0 : ((Real.sqrt E : ℝ) : ℂ) ≠ 0 :=
    Complex.ofReal_ne_zero.mpr (Real.sqrt_pos.mpr hE).ne'
  have hc : ((Real.sqrt E : ℝ) : ℂ)⁻¹ * ((Real.sqrt E : ℝ) : ℂ)⁻¹ * (E : ℂ) = 1 := by
    rw [← hs]
    field_simp
  change ((Real.sqrt E : ℝ) : ℂ)⁻¹ •
    LinearMap.adjoint A (((Real.sqrt E : ℝ) : ℂ)⁻¹ • A v) = v
  rw [map_smul, h', smul_smul, smul_smul, hc, one_smul]
```

The norm identity at $\mu=E$ gives $\|Av\|=\sqrt E\,\|v\|$, hence $\|Av/\sqrt E\|=\|v\|$. Together with the round trip in both directions, this makes $A/\sqrt E$ an isometric bijection between the eigenspaces.

The theorem states this as the existence of `U`, a linear isometric equivalence (`≃ₗᵢ[ℂ]`), with explicit formulas for `U` and `U.symm`. It holds for every $E>0$; if $E$ is not a level, both eigenspaces are zero.

In the proof, `F` and `G` are the two normalised charges restricted to the eigenspaces. The identities `hGF` and `hFG` are the round trips starting in $V$ and in $W$, and `hnorm` is the preservation of length.

```lean
/-- For every energy `E > 0`, the map `A/√E` is an isometric bijection from the `E`-eigenspace
of `A†A` onto the `E`-eigenspace of `AA†`, and its inverse is `A†/√E`. -/
theorem partner_isometry (A : V →ₗ[ℂ] W) {E : ℝ} (hE : 0 < E) :
    ∃ U : eigenspace (hMinus A) (E : ℂ) ≃ₗᵢ[ℂ] eigenspace (hPlus A) (E : ℂ),
      (∀ v, (U v : W) = ((Real.sqrt E : ℝ) : ℂ)⁻¹ • A (v : V)) ∧
      (∀ w, (U.symm w : V) =
        ((Real.sqrt E : ℝ) : ℂ)⁻¹ • LinearMap.adjoint A (w : W)) := by
  have swap : ∀ w ∈ eigenspace (hPlus A) (E : ℂ),
      w ∈ eigenspace (hMinus (LinearMap.adjoint A)) (E : ℂ) := by
    intro w hw
    rw [(partner_swap A).1]
    exact hw
  have back : ∀ w ∈ eigenspace (hPlus A) (E : ℂ),
      normalizedCharge (LinearMap.adjoint A) E w ∈ eigenspace (hMinus A) (E : ℂ) := by
    intro w hw
    have h := normalizedCharge_mem (LinearMap.adjoint A) E (swap w hw)
    rwa [(partner_swap A).2] at h
  -- the two normalized charges, restricted to the eigenspaces
  let F := (normalizedCharge A E).restrict
    (fun v (hv : v ∈ eigenspace (hMinus A) (E : ℂ)) => normalizedCharge_mem A E hv)
  let G := (normalizedCharge (LinearMap.adjoint A) E).restrict back
  have hFG : F ∘ₗ G = LinearMap.id := by
    apply LinearMap.ext
    intro w
    apply Subtype.ext
    have h := normalizedCharge_inverse (LinearMap.adjoint A) hE (swap w w.2)
    rw [LinearMap.adjoint_adjoint] at h
    exact h
  have hGF : G ∘ₗ F = LinearMap.id := by
    apply LinearMap.ext
    intro v
    apply Subtype.ext
    exact normalizedCharge_inverse A hE v.2
  -- lengths are preserved because `‖A v‖² = E ‖v‖²`
  have hnorm : ∀ v, ‖F v‖ = ‖v‖ := by
    intro v
    have key := norm_sq_charge A (mem_eigenspace_iff.mp v.2)
    rw [← Complex.ofReal_mul] at key
    have hsq : ‖A (v : V)‖ ^ 2 = E * ‖(v : V)‖ ^ 2 := Complex.ofReal_injective key
    have hA : ‖A (v : V)‖ = Real.sqrt E * ‖(v : V)‖ := by
      rw [← Real.sqrt_sq (norm_nonneg (A (v : V))), hsq, Real.sqrt_mul hE.le,
        Real.sqrt_sq (norm_nonneg (v : V))]
    change ‖((Real.sqrt E : ℝ) : ℂ)⁻¹ • A (v : V)‖ = ‖(v : V)‖
    rw [norm_smul, norm_inv, Complex.norm_real, Real.norm_of_nonneg (Real.sqrt_nonneg E), hA,
      inv_mul_cancel_left₀ (Real.sqrt_pos.mpr hE).ne']
  let e : eigenspace (hMinus A) (E : ℂ) ≃ₗ[ℂ] eigenspace (hPlus A) (E : ℂ) :=
    { toLinearMap := F
      invFun := G
      left_inv := fun v => LinearMap.congr_fun hGF v
      right_inv := fun w => LinearMap.congr_fun hFG w }
  exact ⟨⟨e, hnorm⟩, fun _ => rfl, fun _ => rfl⟩
```

## Equal degeneracies and the count of zero modes

Let $\mu\neq0$ be complex. If it is an eigenvalue of either partner, it is a real $E>0$, and the isometry makes the two eigenspaces equal in dimension. If it is an eigenvalue of neither, both eigenspaces are zero. The proof makes this case distinction, with `finrank` as the multiplicity.

```lean
/-- Every nonzero number has the same multiplicity as an eigenvalue of `A†A` and of `AA†`,
where multiplicity zero means that it is not an eigenvalue. -/
theorem same_degeneracy (A : V →ₗ[ℂ] W) {μ : ℂ} (hμ : μ ≠ 0) :
    finrank ℂ (eigenspace (hMinus A) μ) = finrank ℂ (eigenspace (hPlus A) μ) := by
  by_cases h : HasEigenvalue (hMinus A) μ ∨ HasEigenvalue (hPlus A) μ
  · obtain ⟨E, hE, rfl⟩ := eigenvalue_nonneg A h
    have hpos : 0 < E := lt_of_le_of_ne hE (Ne.symm (Complex.ofReal_ne_zero.mp hμ))
    obtain ⟨U, -⟩ := partner_isometry A hpos
    exact U.toLinearEquiv.finrank_eq
  · have h1 : eigenspace (hMinus A) μ = ⊥ := by
      by_contra h'
      exact h (Or.inl h')
    have h2 : eigenspace (hPlus A) μ = ⊥ := by
      by_contra h'
      exact h (Or.inr h')
    rw [h1, h2, finrank_bot, finrank_bot]
```

For the zero modes, let $r$ be the dimension of the range of $A$. Since $\langle Av,w\rangle=\langle v,A^\dagger w\rangle$, a vector $w$ is orthogonal to the range exactly when $A^\dagger w=0$; for the direction from orthogonality, choose $v=A^\dagger w$. Therefore
$$\dim\ker H_-=\dim\ker A=\dim V-r,\qquad \dim\ker H_+=\dim\ker A^\dagger=\dim W-r,$$
and $r$ cancels in the difference. The dimensions are cast to `ℤ` because the difference may be negative. The fact about orthogonality is `hk`, and `omega` does the final subtraction.

```lean
/-- The number of independent zero modes of `A†A` minus that of `AA†` equals
`dim V - dim W`. -/
theorem zero_mode_index (A : V →ₗ[ℂ] W) :
    (finrank ℂ (LinearMap.ker (hMinus A)) : ℤ) - finrank ℂ (LinearMap.ker (hPlus A)) =
      (finrank ℂ V : ℤ) - finrank ℂ W := by
  -- the kernel of `A†` is the orthogonal complement of the range of `A`
  have hk : LinearMap.ker (LinearMap.adjoint A) = (LinearMap.range A)ᗮ := by
    ext w
    rw [LinearMap.mem_ker, Submodule.mem_orthogonal]
    constructor
    · rintro h _ ⟨v, rfl⟩
      rw [← LinearMap.adjoint_inner_right, h, inner_zero_right]
    · intro h
      apply (inner_self_eq_zero (𝕜 := ℂ)).mp
      rw [LinearMap.adjoint_inner_right]
      exact h _ ⟨_, rfl⟩
  rw [← (partner_swap A).1, ker_hMinus, ker_hMinus, hk]
  have h1 := LinearMap.finrank_range_add_finrank_ker A
  have h2 := Submodule.finrank_add_finrank_orthogonal (LinearMap.range A)
  omega

end

end SupersymmetricPartners
```

```lean
#print axioms SupersymmetricPartners.partner_swap
#print axioms SupersymmetricPartners.same_degeneracy
#print axioms SupersymmetricPartners.zero_mode_index
```

```
'SupersymmetricPartners.partner_swap' depends on axioms: [propext, Classical.choice, Quot.sound]
'SupersymmetricPartners.same_degeneracy' depends on axioms: [propext, Classical.choice, Quot.sound]
'SupersymmetricPartners.zero_mode_index' depends on axioms: [propext, Classical.choice, Quot.sound]
```

This count depends on finite dimension. For the oscillator's lowering operator $a$, the operator $a^\dagger a$ has one zero mode and $aa^\dagger$ has none. Truncating $a$ to the lowest $N$ number states gives a square matrix, and $aa^\dagger$ then acquires a spurious zero mode at the cutoff.

## Symmetric spectra and the smaller matrix

The same argument, continued by hand, applies to the Hermitian operator
$$H=\begin{pmatrix}0&A^\dagger\\A&0\end{pmatrix}$$
on $V\oplus W$. If $v$ is a unit vector with $A^\dagger Av=Ev$, $E>0$, and $u=Av/\sqrt E$, then $(v,\pm u)/\sqrt2$ are normalised eigenvectors of $H$ with eigenvalues $\pm\sqrt E$. For one particle hopping only between two sublattices, with no on-site energies, this is the symmetry of the spectrum about zero. In that example $A$ contains the hopping amplitudes and has the units of energy, so the energies are $\pm\sqrt E$ and $E$ is a squared energy.

In a numerical calculation where $W$ is much smaller than $V$, one can diagonalise the small matrix $AA^\dagger$ and recover each eigenvector of $A^\dagger A$ with $E>0$ as $A^\dagger u/\sqrt E$, which is already normalised if $u$ is. For very small $E$ the division amplifies rounding errors, and a singular value decomposition of $A$ itself is more accurate.
